# A square-box level with three independent states, although irreducible representations of C4v have dimension at most two

A state of the square box is taken here to be a real function f(x, y), defined and twice continuously differentiable on the whole plane, that vanishes on the four walls of [0, π]² and satisfies

−(f_xx + f_yy) = E f

at every interior point. Subscripts denote partial derivatives. For a particle of mass M in a box of side L, lengths are in units of L/π, so that the side becomes π, and E is the energy in units of π²ħ²/(2ML²). The zero function meets these conditions for every E, and values outside the box have no physical meaning, so states are counted by linear independence on the open square.

The claim is that E = 50 has at least three linearly independent states, whereas an irreducible complex representation of the point group C4v has dimension at most two. The three states found below can moreover be combined so that each symmetry operation multiplies each combination by a sign. C4v therefore forces no part of the degeneracy among them.

## Three modes with the same energy

For natural numbers m and n, write

f_mn(x, y) = sin(mx) sin(ny).

Differentiating twice in x gives −m² f_mn, and differentiating twice in y gives −n² f_mn, so

−(∂²/∂x² + ∂²/∂y²) f_mn = (m² + n²) f_mn.

The walls are nodes because sin 0 = sin(mπ) = sin(nπ) = 0. To find the modes with m² + n² = 50, let m run from 0 to 7. The remainder 50 − m² is then

50, 49, 46, 41, 34, 25, 14, 1.

Only 49, 25 and 1 are squares, which leaves (m, n) = (1, 7), (5, 5) and (7, 1). The normalised modes are (2/π) f_mn, since sin² integrates to π/2 in each direction.

Suppose that a f₁₇ + b f₇₁ + c f₅₅ = 0 throughout the open square. Evaluation at (π/2, π/2), (π/2, π/4) and (π/2, π/3) gives

−a − b + c = 0

−sin(π/4) (a + b + c) = 0

sin(π/3) (a − b − c) = 0.

Both sines are positive. The first two equations give c = 0 and a + b = 0, the third then gives a = b, and all three coefficients vanish.

## Why an irreducible representation of C4v is small

Let R be the quarter turn and S a mirror, acting on a nonzero finite-dimensional complex space V. They satisfy R⁴ = 1, S² = 1 and RS = SR⁻¹. Over the complex numbers R has an eigenvector v, with Rv = μv and μ ≠ 0. Then

R(Sv) = SR⁻¹v = μ⁻¹ Sv

S(Sv) = v.

The span of v and Sv is thus invariant under both generators, and hence under the whole group. It is not zero, so irreducibility makes it all of V, and dim V ≤ 2.

## The signs under turn and mirror

On functions, let the quarter turn T and the diagonal mirror D act by

(Tf)(x, y) = f(y, π − x)

(Df)(x, y) = f(y, x).

The mirror sends f_mn to f_nm. For the turn,

sin(n(π − x)) = sin(nπ) cos(nx) − cos(nπ) sin(nx) = −(−1)ⁿ sin(nx),

which equals sin(nx) for odd n, so T also sends f_mn to f_nm. Consequently f₁₇ + f₇₁ and f₅₅ are unchanged by both operations, while f₁₇ − f₇₁ changes sign under both. The normalised sum and difference are (√2/π)(f₁₇ ± f₇₁).

The sign can be seen in numbers. Put d = f₁₇ − f₇₁. At (π/3, π/2),

d = sin(π/3) sin(7π/2) − sin(7π/3) sin(π/2) = −√3/2 − √3/2 = −√3.

The turned function takes there the value of d at (π/2, 2π/3), which is

sin(π/2) sin(14π/3) − sin(7π/2) sin(2π/3) = √3/2 + √3/2 = √3.

The exchange rule for the turn fails if n may be even, even when m is odd: for m = 1 and n = 2 one finds Tf₁₂ = −f₂₁, while Df₁₂ = f₂₁. In that pair, with E = 5, the eigenvectors of D are the multiples of f₁₂ + f₂₁ and f₁₂ − f₂₁, and T exchanges these two lines. The pair is therefore irreducible, and its twofold degeneracy is forced by C4v.

For a single particle in a hard-walled square, a threefold multiplet in a computed spectrum is therefore no evidence for a three-dimensional symmetry species.

## The box problem in Lean

```lean
import Mathlib

open Real Set

namespace SquareBoxDegeneracy

noncomputable section
```

The modes are functions of two real variables with natural-number labels. They are left unnormalised, which affects neither the equation nor independence.

```lean
/-- The product mode `sin (m x) sin (n y)` of the square box. -/
def mode (m n : ℕ) (x y : ℝ) : ℝ := Real.sin (m * x) * Real.sin (n * y)
```

The operator uses Lean's one-variable derivative twice in each direction, with the other coordinate held fixed.

```lean
/-- The operator `-(f_xx + f_yy)`, for twice differentiable `f`. -/
def kinetic (f : ℝ → ℝ → ℝ) (x y : ℝ) : ℝ :=
  -(deriv (deriv (fun t => f t y)) x + deriv (deriv (fun t => f x t)) y)
```

`IsBoxState E f` collects the three conditions from the opening paragraph. `ContDiff ℝ 2` is the smoothness, `Icc 0 π` is the closed interval along each wall, and `Ioo 0 π` is the open interval for each interior coordinate. Because Lean assigns the derivative zero where none exists, the smoothness condition is what makes `kinetic` the true differential operator.

```lean
/-- A twice continuously differentiable function that vanishes on the walls of the square
`[0, π]²` and solves `-(f_xx + f_yy) = E f` inside. -/
structure IsBoxState (E : ℝ) (f : ℝ → ℝ → ℝ) : Prop where
  smooth : ContDiff ℝ 2 (fun p : ℝ × ℝ => f p.1 p.2)
  walls : ∀ t ∈ Icc 0 π, f 0 t = 0 ∧ f π t = 0 ∧ f t 0 = 0 ∧ f t π = 0
  equation : ∀ x ∈ Ioo 0 π, ∀ y ∈ Ioo 0 π, kinetic f x y = E * f x y
```

The two symmetry operations are substitutions in the arguments, and they match T and D above.

```lean
/-- The quarter turn of the square about its centre, acting on functions. -/
def turn (f : ℝ → ℝ → ℝ) : ℝ → ℝ → ℝ := fun x y => f y (π - x)

/-- The reflection in the diagonal `x = y`, acting on functions. -/
def mirror (f : ℝ → ℝ → ℝ) : ℝ → ℝ → ℝ := fun x y => f y x
```

## Modes, energies and independence

The first lemma differentiates c sin(kt) twice. It computes the first derivative as a function, rewrites with it, and differentiates again.

```lean
/-- The second derivative of `c sin (k t)` is `-k²` times the function. -/
theorem second_deriv_sin (c k x : ℝ) :
    deriv (deriv (fun t => c * Real.sin (k * t))) x = -k ^ 2 * (c * Real.sin (k * x)) := by
  have h : deriv (fun t => c * Real.sin (k * t)) = fun t => c * (Real.cos (k * t) * k) := by
    funext t
    exact ((((hasDerivAt_id' t).const_mul k).sin.const_mul c).congr_deriv (by ring)).deriv
  rw [h]
  exact (((((hasDerivAt_id' x).const_mul k).cos.mul_const k).const_mul c).congr_deriv
    (by ring)).deriv
```

The next theorem establishes the three conditions for every mode. `fun_prop` supplies smoothness, and the walls follow from sin(nπ) = 0. For the equation, each one-variable slice of the mode is written as a constant times a sine, so that the lemma applies in both directions. If m or n is zero, the theorem holds for the zero function.

```lean
/-- Each product mode is a solution of the box problem with `E = m² + n²`. -/
theorem mode_isBoxState (m n : ℕ) : IsBoxState ((m : ℝ) ^ 2 + (n : ℝ) ^ 2) (mode m n) where
  smooth := by
    unfold mode
    fun_prop
  walls := by
    intro t _
    simp [mode, Real.sin_nat_mul_pi]
  equation := by
    intro x _ y _
    have hx : (fun t => mode m n t y) = fun t => Real.sin (n * y) * Real.sin (m * t) := by
      funext t
      exact mul_comm _ _
    have hy : (fun t => mode m n x t) = fun t => Real.sin (m * x) * Real.sin (n * t) := rfl
    unfold kinetic
    rw [hx, hy, second_deriv_sin, second_deriv_sin]
    unfold mode
    ring
```

The arithmetic is a finite check: `nlinarith` bounds both labels by 7, and `interval_cases` leaves finitely many cases for `omega`. This theorem counts product modes. It does not say that every state at E = 50 is a combination of them on the square, which would need the completeness of the sine products.

```lean
/-- The product modes with `m² + n² = 50` are exactly `(1,7)`, `(7,1)` and `(5,5)`. -/
theorem modes_at_fifty (m n : ℕ) :
    m ^ 2 + n ^ 2 = 50 ↔ (m = 1 ∧ n = 7) ∨ (m = 7 ∧ n = 1) ∨ (m = 5 ∧ n = 5) := by
  constructor
  · intro h
    have hm : m ≤ 7 := by nlinarith
    have hn : n ≤ 7 := by nlinarith
    interval_cases m <;> interval_cases n <;> omega
  · rintro (⟨rfl, rfl⟩ | ⟨rfl, rfl⟩ | ⟨rfl, rfl⟩) <;> norm_num
```

`triple_level` states that the three modes are box states with E = 50, and that a real combination vanishing on the open square has zero coefficients. Independence over the complex numbers follows by taking real and imaginary parts.

In the proof, `s72` to `s53` are the sine values at the chosen points, and `h1`, `h2`, `h3` are the three equations found by hand. `mul_left_cancel₀` removes the positive factors sin(π/4) and sin(π/3), and `linarith` solves the remaining linear system.

```lean
/-- The modes `(1,7)`, `(7,1)` and `(5,5)` all solve the box problem with `E = 50`, and they
are linearly independent as functions on the open square. -/
theorem triple_level :
    (IsBoxState 50 (mode 1 7) ∧ IsBoxState 50 (mode 7 1) ∧ IsBoxState 50 (mode 5 5)) ∧
    ∀ a b c : ℝ, (∀ x ∈ Ioo 0 π, ∀ y ∈ Ioo 0 π,
      a * mode 1 7 x y + b * mode 7 1 x y + c * mode 5 5 x y = 0) →
      a = 0 ∧ b = 0 ∧ c = 0 := by
  have e : ∀ m n : ℕ, (m : ℝ) ^ 2 + (n : ℝ) ^ 2 = 50 → IsBoxState 50 (mode m n) := by
    intro m n h
    rw [← h]
    exact mode_isBoxState m n
  refine ⟨⟨e 1 7 (by norm_num), e 7 1 (by norm_num), e 5 5 (by norm_num)⟩, ?_⟩
  intro a b c h
  have hp := Real.pi_pos
  have m2 : π / 2 ∈ Ioo 0 π := ⟨by linarith, by linarith⟩
  have m3 : π / 3 ∈ Ioo 0 π := ⟨by linarith, by linarith⟩
  have m4 : π / 4 ∈ Ioo 0 π := ⟨by linarith, by linarith⟩
  have s72 : Real.sin (7 * (π / 2)) = -1 := by
    rw [show 7 * (π / 2) = π / 2 + π + 2 * π by ring, Real.sin_add_two_pi,
      Real.sin_add_pi, Real.sin_pi_div_two]
  have s52 : Real.sin (5 * (π / 2)) = 1 := by
    rw [show 5 * (π / 2) = π / 2 + 2 * π by ring, Real.sin_add_two_pi, Real.sin_pi_div_two]
  have s74 : Real.sin (7 * (π / 4)) = -Real.sin (π / 4) := by
    rw [show 7 * (π / 4) = 2 * π - π / 4 by ring, Real.sin_two_pi_sub]
  have s54 : Real.sin (5 * (π / 4)) = -Real.sin (π / 4) := by
    rw [show 5 * (π / 4) = π / 4 + π by ring, Real.sin_add_pi]
  have s73 : Real.sin (7 * (π / 3)) = Real.sin (π / 3) := by
    rw [show 7 * (π / 3) = π / 3 + 2 * π by ring, Real.sin_add_two_pi]
  have s53 : Real.sin (5 * (π / 3)) = -Real.sin (π / 3) := by
    rw [show 5 * (π / 3) = 2 * π - π / 3 by ring, Real.sin_two_pi_sub]
  -- evaluate the vanishing combination at three interior points
  have h1 := h _ m2 _ m2
  have h2 := h _ m2 _ m4
  have h3 := h _ m2 _ m3
  simp only [mode, Nat.cast_one, Nat.cast_ofNat, one_mul, s72, s52, s74, s54, s73, s53,
    Real.sin_pi_div_two] at h1 h2 h3
  have p4 := Real.sin_pos_of_pos_of_lt_pi m4.1 m4.2
  have p3 := Real.sin_pos_of_pos_of_lt_pi m3.1 m3.2
  have e2 : a + b + c = 0 := mul_left_cancel₀ p4.ne' (by linear_combination -h2)
  have e3 : a - b - c = 0 := mul_left_cancel₀ p3.ne' (by linear_combination h3)
  exact ⟨by linarith, by linarith, by linarith⟩
```

## The bound for C4v

C4v appears as the abstract group `DihedralGroup 4`, of order eight, with rotations `r i` and reflections `sr i` for i modulo 4. The homomorphism `ρ` is a representation on a finite-dimensional complex space. The hypothesis `irr` says that an invariant subspace is either zero or everything. It also admits V = 0, which the proof treats first.

The eigenvector v of `ρ (.r 1)` exists because V is now nonzero and the scalars are complex. `pow` and `rot` show that every rotation multiplies v by a scalar. The span of v and its mirror image is `W`, and `key` checks that each group element maps both spanning vectors into `W`, using the dihedral relations where the hand derivation used RS = SR⁻¹. `inv` extends this to all of `W`. Irreducibility then leaves two cases: `W` = 0 contradicts v ≠ 0, and `W` = V gives the bound, since two vectors span it.

```lean
/-- An irreducible finite-dimensional complex representation of C4v, the dihedral group of
order eight, has dimension at most two. -/
theorem c4v_irreducible_dim_le_two {V : Type*} [AddCommGroup V] [Module ℂ V]
    [FiniteDimensional ℂ V] (ρ : DihedralGroup 4 →* Module.End ℂ V)
    (irr : ∀ W : Submodule ℂ V, (∀ g, ∀ w ∈ W, ρ g w ∈ W) → W = ⊥ ∨ W = ⊤) :
    Module.finrank ℂ V ≤ 2 := by
  rcases subsingleton_or_nontrivial V with hV | hV
  · simp [Module.finrank_zero_of_subsingleton]
  -- an eigenvector of the quarter turn is an eigenvector of every rotation
  obtain ⟨μ, hμ⟩ := Module.End.exists_eigenvalue (ρ (.r 1))
  obtain ⟨v, hv⟩ := hμ.exists_hasEigenvector
  have mul : ∀ g k u, ρ (g * k) u = ρ g (ρ k u) := by
    intro g k u
    rw [map_mul, Module.End.mul_apply]
  have pow : ∀ k : ℕ, ρ (.r (k : ZMod 4)) v = μ ^ k • v := by
    intro k
    induction k with
    | zero =>
      rw [Nat.cast_zero, ← DihedralGroup.one_def, map_one, Module.End.one_apply, pow_zero,
        one_smul]
    | succ k ih =>
      have hk : DihedralGroup.r ((k + 1 : ℕ) : ZMod 4) = .r (k : ZMod 4) * .r 1 := by
        rw [DihedralGroup.r_mul_r, Nat.cast_succ]
      rw [hk, mul, hv.apply_eq_smul, map_smul, ih, smul_smul, pow_succ']
  have rot : ∀ i : ZMod 4, ∃ c : ℂ, ρ (.r i) v = c • v := by
    intro i
    refine ⟨μ ^ i.val, ?_⟩
    have h := pow i.val
    rwa [ZMod.natCast_zmod_val] at h
  -- the eigenvector and its mirror image span an invariant subspace
  let b : Fin 2 → V := ![v, ρ (.sr 0) v]
  let W : Submodule ℂ V := Submodule.span ℂ (range b)
  have v0 : v ∈ W := Submodule.subset_span ⟨0, rfl⟩
  have v1 : ρ (.sr 0) v ∈ W := Submodule.subset_span ⟨1, rfl⟩
  have key : ∀ g, ρ g v ∈ W ∧ ρ g (ρ (.sr 0) v) ∈ W := by
    intro g
    cases g with
    | r i =>
      obtain ⟨c, hc⟩ := rot i
      obtain ⟨d, hd⟩ := rot (-i)
      have hg : DihedralGroup.r i * .sr 0 = .sr 0 * .r (-i) := by simp
      rw [← mul, hg, mul, hc, hd, map_smul]
      exact ⟨W.smul_mem c v0, W.smul_mem d v1⟩
    | sr i =>
      obtain ⟨c, hc⟩ := rot i
      obtain ⟨d, hd⟩ := rot (-i)
      have hg : DihedralGroup.sr i = .sr 0 * .r i := by simp
      have hs : DihedralGroup.sr i * .sr 0 = .r (-i) := by simp
      constructor
      · rw [hg, mul, hc, map_smul]
        exact W.smul_mem c v1
      · rw [← mul, hs, hd]
        exact W.smul_mem d v0
  have inv : ∀ g, ∀ w ∈ W, ρ g w ∈ W := by
    intro g
    have hle : W ≤ W.comap (ρ g) := by
      refine Submodule.span_le.mpr ?_
      rintro _ ⟨j, rfl⟩
      fin_cases j
      · exact (key g).1
      · exact (key g).2
    exact fun w hw => hle hw
  rcases irr W inv with hW | hW
  · rw [hW] at v0
    exact absurd ((Submodule.mem_bot ℂ).mp v0) hv.2
  · have h : Module.finrank ℂ W ≤ Fintype.card (Fin 2) := finrank_range_le_card b
    rw [hW, finrank_top, Fintype.card_fin] at h
    exact h
```

## The level taken apart

The exchange rule for the turn carries the hypothesis `Odd n` and uses the subtraction formula for the sine. The rule for the mirror needs only commutativity of multiplication. Both are equalities of functions on the whole plane.

```lean
/-- For odd `n` the quarter turn takes the mode `(m,n)` to the mode `(n,m)`. -/
theorem turn_mode (m n : ℕ) (hn : Odd n) : turn (mode m n) = mode n m := by
  funext x y
  have h : Real.sin (n * (π - x)) = Real.sin (n * x) := by
    rw [mul_sub, Real.sin_sub, Real.sin_nat_mul_pi, Real.cos_nat_mul_pi, hn.neg_one_pow]
    ring
  simp only [turn, mode, h]
  ring

/-- The diagonal reflection takes the mode `(m,n)` to the mode `(n,m)`. -/
theorem mirror_mode (m n : ℕ) : mirror (mode m n) = mode n m := by
  funext x y
  exact mul_comm _ _
```

The last theorem records the six signs. Turn and mirror act on sums and differences term by term, so each claim reduces to exchanging f₁₇ and f₇₁. The theorem speaks of the two generators acting on functions and is not phrased through `DihedralGroup 4`. Since every operation of C4v is a product of turns and diagonal mirrors, each of the three combinations spans an invariant line.

```lean
/-- The quarter turn and the diagonal reflection both leave the sum of the modes `(1,7)` and
`(7,1)` and the mode `(5,5)` unchanged, and both reverse the sign of the difference. -/
theorem level_splits_into_lines :
    (turn (mode 1 7 + mode 7 1) = mode 1 7 + mode 7 1 ∧
      mirror (mode 1 7 + mode 7 1) = mode 1 7 + mode 7 1) ∧
    (turn (mode 1 7 - mode 7 1) = -(mode 1 7 - mode 7 1) ∧
      mirror (mode 1 7 - mode 7 1) = -(mode 1 7 - mode 7 1)) ∧
    (turn (mode 5 5) = mode 5 5 ∧ mirror (mode 5 5) = mode 5 5) := by
  have t17 := turn_mode 1 7 (by decide)
  have t71 := turn_mode 7 1 (by decide)
  refine ⟨⟨?_, ?_⟩, ⟨?_, ?_⟩, turn_mode 5 5 (by decide), mirror_mode 5 5⟩
  · change turn (mode 1 7) + turn (mode 7 1) = _
    rw [t17, t71, add_comm]
  · change mirror (mode 1 7) + mirror (mode 7 1) = _
    rw [mirror_mode, mirror_mode, add_comm]
  · change turn (mode 1 7) - turn (mode 7 1) = _
    rw [t17, t71, neg_sub]
  · change mirror (mode 1 7) - mirror (mode 7 1) = _
    rw [mirror_mode, mirror_mode, neg_sub]

end

end SquareBoxDegeneracy
```

```lean
#print axioms SquareBoxDegeneracy.modes_at_fifty
-- 'SquareBoxDegeneracy.modes_at_fifty' depends on axioms: [propext, Classical.choice, Quot.sound]
#print axioms SquareBoxDegeneracy.triple_level
-- 'SquareBoxDegeneracy.triple_level' depends on axioms: [propext, Classical.choice, Quot.sound]
#print axioms SquareBoxDegeneracy.c4v_irreducible_dim_le_two
-- 'SquareBoxDegeneracy.c4v_irreducible_dim_le_two' depends on axioms: [propext, Classical.choice, Quot.sound]
#print axioms SquareBoxDegeneracy.level_splits_into_lines
-- 'SquareBoxDegeneracy.level_splits_into_lines' depends on axioms: [propext, Classical.choice, Quot.sound]
```
